# Orthonormality ties the first-order response of orbital coefficients to that of the basis overlap matrix

Finitely many real orbitals are expanded in a finite basis. Their coefficients `C` and the overlap matrix `S` of the basis functions both depend on parameters `R`, such as nuclear positions. The orbitals are orthonormal, `Cᵀ S C = 1`, for all `R` near `R₀`, and `C` and `S` are assumed differentiable at `R₀`. The theorem `normalisation_response` states that along any displacement `v` the directional derivatives `C'` and `S'` satisfy `C'ᵀ S C + Cᵀ S' C + Cᵀ S C' = 0` at `R₀`. An overlap matrix is symmetric and positive semidefinite, but the theorem assumes neither property of `S`. The attempt restricts `C` and `S` to the line `R₀ + s • v`, applies the product rule to each matrix element, and compares the result with the zero derivative of the constant identity matrix.

In Lean, a first try:

```lean
import Mathlib

open Matrix Topology

namespace NormalisationResponse

attribute [local instance] Matrix.normedAddCommGroup Matrix.normedSpace

variable {n k V : Type*} [Fintype n] [Fintype k] [DecidableEq k]
  [NormedAddCommGroup V] [NormedSpace ℝ V]

/-- Each entry of a differentiable matrix path is differentiable. -/
theorem entry_deriv {m l : Type*} [Fintype m] [Fintype l] {A : ℝ → Matrix m l ℝ}
    {A' : Matrix m l ℝ} {t : ℝ} (hA : HasDerivAt A A' t) (i : m) (j : l) :
    HasDerivAt (fun s => A s i j) (A' i j) t := by
  let p : Matrix m l ℝ →ₗ[ℝ] ℝ :=
    { toFun := fun M => M i j, map_add' := fun _ _ => rfl, map_smul' := fun _ _ => rfl }
  exact (LinearMap.toContinuousLinearMap p).hasFDerivAt.comp_hasDerivAt t hA

omit [DecidableEq k] in
/-- Product rule for the matrix elements of an operator `S` between orbitals `C`, when both
depend differentiably on a parameter. -/
theorem matrixElement_deriv {C : ℝ → Matrix n k ℝ} {S : ℝ → Matrix n n ℝ}
    {C' : Matrix n k ℝ} {S' : Matrix n n ℝ} {t : ℝ} (hC : HasDerivAt C C' t)
    (hS : HasDerivAt S S' t) (i j : k) :
    HasDerivAt (fun s => ((C s)ᵀ * S s * C s) i j)
      ((C'ᵀ * S t * C t + (C t)ᵀ * S' * C t + (C t)ᵀ * S t * C') i j) t := by
  have h : HasDerivAt (fun s => ∑ a, (∑ b, C s b i * S s b a) * C s a j)
      (∑ a, ((∑ b, (C' b i * S t b a + C t b i * S' b a)) * C t a j
        + (∑ b, C t b i * S t b a) * C' a j)) t :=
    HasDerivAt.fun_sum fun a _ => (HasDerivAt.fun_sum fun b _ =>
      (entry_deriv hC b i).fun_mul (entry_deriv hS b a)).fun_mul (entry_deriv hC a j)
  simp only [Matrix.mul_apply, Matrix.transpose_apply, Matrix.add_apply]
  refine h.congr_deriv ?_
  simp only [add_mul, Finset.sum_add_distrib]

/-- Differentiating the normalisation `Cᵀ S C = 1`, valid near `R₀`, along a displacement `v`
ties the response of the orbitals to that of the overlap, if both are differentiable. -/
theorem normalisation_response {C : V → Matrix n k ℝ} {S : V → Matrix n n ℝ} {R₀ : V}
    (hC : DifferentiableAt ℝ C R₀) (hS : DifferentiableAt ℝ S R₀)
    (hN : ∀ᶠ R in 𝓝 R₀, (C R)ᵀ * S R * C R = 1) (v : V) :
    (fderiv ℝ C R₀ v)ᵀ * S R₀ * C R₀ + (C R₀)ᵀ * fderiv ℝ S R₀ v * C R₀
      + (C R₀)ᵀ * S R₀ * fderiv ℝ C R₀ v = 0 := by
  have hl : HasDerivAt (fun s : ℝ => R₀ + s • v) v 0 := by
    simpa using ((hasDerivAt_id (0 : ℝ)).smul_const v).const_add R₀
  have ht : Filter.Tendsto (fun s : ℝ => R₀ + s • v) (𝓝 0) (𝓝 R₀) := by
    have := hl.continuousAt.tendsto
    simpa only [zero_smul, add_zero] using this
  have hc : HasDerivAt (fun s : ℝ => C (R₀ + s • v)) (fderiv ℝ C R₀ v) 0 :=
    HasFDerivAt.comp_hasDerivAt (f := fun s : ℝ => R₀ + s • v) 0
      (by simpa only [zero_smul, add_zero] using hC.hasFDerivAt) hl
  have hs : HasDerivAt (fun s : ℝ => S (R₀ + s • v)) (fderiv ℝ S R₀ v) 0 :=
    HasFDerivAt.comp_hasDerivAt (f := fun s : ℝ => R₀ + s • v) 0
      (by simpa only [zero_smul, add_zero] using hS.hasFDerivAt) hl
  ext i j
  have h2 : (fun _ : ℝ => (1 : Matrix k k ℝ) i j) =ᶠ[𝓝 0]
      fun s => ((C (R₀ + s • v))ᵀ * S (R₀ + s • v) * C (R₀ + s • v)) i j :=
    (ht.eventually hN).mono fun s h => (congrFun (congrFun h i) j).symm
  have h3 := ((matrixElement_deriv hc hs i j).congr_of_eventuallyEq h2).unique
    (hasDerivAt_const _ _)
  simpa only [zero_smul, add_zero, Matrix.zero_apply] using h3

end NormalisationResponse
```

The error:

```
Main.lean:51:10: error: Type mismatch: After simplification, term
  DifferentiableAt.hasFDerivAt hC
 has type
  @HasFDerivAt ℝ DenselyNormedField.toNontriviallyNormedField V inst✝¹.toAddCommGroup inst✝.toModule
    PseudoMetricSpace.toUniformSpace.toTopologicalSpace (Matrix n k ℝ) addCommGroup module instTopologicalSpaceMatrix C
    (fderiv ℝ C R₀) R₀
but is expected to have type
  @HasFDerivAt ℝ DenselyNormedField.toNontriviallyNormedField V inst✝¹.toAddCommGroup inst✝.toModule
    PseudoMetricSpace.toUniformSpace.toTopologicalSpace (Matrix n k ℝ) Matrix.normedAddCommGroup.toAddCommGroup
    Matrix.normedSpace.toModule PseudoMetricSpace.toUniformSpace.toTopologicalSpace C (fderiv ℝ C R₀) R₀
Main.lean:54:10: error: Type mismatch: After simplification, term
  DifferentiableAt.hasFDerivAt hS
 has type
  @HasFDerivAt ℝ DenselyNormedField.toNontriviallyNormedField V inst✝¹.toAddCommGroup inst✝.toModule
    PseudoMetricSpace.toUniformSpace.toTopologicalSpace (Matrix n n ℝ) addCommGroup module instTopologicalSpaceMatrix S
    (fderiv ℝ S R₀) R₀
but is expected to have type
  @HasFDerivAt ℝ DenselyNormedField.toNontriviallyNormedField V inst✝¹.toAddCommGroup inst✝.toModule
    PseudoMetricSpace.toUniformSpace.toTopologicalSpace (Matrix n n ℝ) Matrix.normedAddCommGroup.toAddCommGroup
    Matrix.normedSpace.toModule PseudoMetricSpace.toUniformSpace.toTopologicalSpace S (fderiv ℝ S R₀) R₀
```

Diagnosis. Both errors are the same mismatch, once for `C` and once for `S`. The simplification itself worked: `R₀ + 0 • v` has become `R₀`, and the two types in each message agree in function, derivative and point. They differ only in the instances on the matrix space. `hC.hasFDerivAt` carries the matrix type's own `addCommGroup`, `module` and `instTopologicalSpaceMatrix`, while the type expected by `HasFDerivAt.comp_hasDerivAt` takes these structures from the local instances `Matrix.normedAddCommGroup` and `Matrix.normedSpace`.

The two sets of instances are equal by definition, but seeing this means unfolding them, and the final comparison in `simpa` does not unfold far enough. The repair keeps the same rewriting with `simp only` and then supplies the derivative with `exact`, which unfolds more when comparing types and so accepts it. The second change does the same for `hS.hasFDerivAt`.

The repair, with which the file compiles:

```diff
@@ -49,8 +49,8 @@
   have hc : HasDerivAt (fun s : ℝ => C (R₀ + s • v)) (fderiv ℝ C R₀ v) 0 :=
     HasFDerivAt.comp_hasDerivAt (f := fun s : ℝ => R₀ + s • v) 0
-      (by simpa only [zero_smul, add_zero] using hC.hasFDerivAt) hl
+      (by simp only [zero_smul, add_zero]; exact hC.hasFDerivAt) hl
   have hs : HasDerivAt (fun s : ℝ => S (R₀ + s • v)) (fderiv ℝ S R₀ v) 0 :=
     HasFDerivAt.comp_hasDerivAt (f := fun s : ℝ => R₀ + s • v) 0
-      (by simpa only [zero_smul, add_zero] using hS.hasFDerivAt) hl
+      (by simp only [zero_smul, add_zero]; exact hS.hasFDerivAt) hl
   ext i j
   have h2 : (fun _ : ℝ => (1 : Matrix k k ℝ) i j) =ᶠ[𝓝 0]
```
